# With an exact multiplier 2 cos θ, a start error in the cosine recurrence grows at most linearly

## The recurrence and its errors

Angles θ are real numbers in radians, and m = 0, 1, 2, … numbers the values of a recurrence. All quantities are real numbers, so every error appears explicitly as a term in a formula.

```lean
import Mathlib

open Finset Filter Topology

namespace CosineRecurrence

noncomputable section
```

The cosines of multiple angles can be generated from cos θ alone, without further calls to a cosine routine. Suppose that the value at m = 1 carries an error d, of any sign and size. The recurrence is then

x_0 = 1, x_1 = cos θ + d, x_(m+2) = 2 cos θ x_(m+1) − x_m.

In Lean, x_m is `cosRec θ d m`. The error d enters only through x_1, while the multiplier 2 cos θ remains exact. A program that stores one inaccurate cosine and uses it both as x_1 and in the multiplier is a different model, whose error is in general not given by the formulas for E_m below.

```lean
/-- The three-term recurrence for `cos (m θ)`, started with an error `d` in the value at `m = 1` and
continued in exact arithmetic with the exact multiplier `2 cos θ`. -/
def cosRec (θ d : ℝ) : ℕ → ℝ
  | 0 => 1
  | 1 => Real.cos θ + d
  | m + 2 => 2 * Real.cos θ * cosRec θ d (m + 1) - cosRec θ d m
```

The quantity of interest is the deviation from the exact cosine,

E_m(d) = x_m − cos(mθ),

with the angle left out of the notation. It is a signed, absolute error. In the Lean expression `m * θ`, the natural number m is read as a real number.

```lean
/-- The error after `m` steps: the computed value minus the exact `cos (m θ)`. -/
def startError (θ d : ℝ) (m : ℕ) : ℝ := cosRec θ d m - Real.cos (m * θ)
```

A second model admits a new error at every step. Let e_0, e_1, … be real numbers, and let

y_0 = 1, y_1 = cos θ + e_0, y_(m+2) = 2 cos θ y_(m+1) − y_m + e_(m+1).

Thus e_k enters the value with number k + 1. The sequence `e` stands for the local rounding errors of a computation. It is arbitrary, and no floating-point format is modelled.

```lean
/-- The same recurrence with a fresh rounding error `e k` in the computation of
the value number `k + 1`. -/
def roundedRec (θ : ℝ) (e : ℕ → ℝ) : ℕ → ℝ
  | 0 => 1
  | 1 => Real.cos θ + e 0
  | m + 2 => 2 * Real.cos θ * roundedRec θ e (m + 1) - roundedRec θ e m + e (m + 1)
```

Torsional energy terms and the azimuthal factors of real spherical harmonics contain cos(mφ). Where a simulation code generates these cosines by the recurrence, the last bound below limits the accumulated error, once a bound on the local errors e_k is known. An error in the multiplier can be counted among them: a multiplier 2 cos θ + η contributes η y_(m+1) to e_(m+1).

## The error obeys the recurrence of the cosines

Put A = (m+1)θ. The addition theorems give

cos(A + θ) + cos(A − θ) = 2 cos θ cos A,

and hence

cos((m+2)θ) = 2 cos θ cos((m+1)θ) − cos(mθ).

The proof writes the two outer angles as A + θ and A − θ, expands them with `Real.cos_add` and `Real.cos_sub`, and leaves the algebra to `ring`.

```lean
/-- The exact cosines of multiple angles obey the three-term recurrence. -/
theorem cos_step (θ : ℝ) (m : ℕ) :
    Real.cos ((m + 2 : ℕ) * θ)
      = 2 * Real.cos θ * Real.cos ((m + 1 : ℕ) * θ) - Real.cos (m * θ) := by
  have h1 : ((m + 2 : ℕ) : ℝ) * θ = ((m + 1 : ℕ) : ℝ) * θ + θ := by push_cast; ring
  have h2 : (m : ℝ) * θ = ((m + 1 : ℕ) : ℝ) * θ - θ := by push_cast; ring
  rw [h1, h2, Real.cos_add, Real.cos_sub]
  ring
```

Subtracting this identity from the recurrence for x_m cancels the exact solution. What remains is

E_0 = 1 − 1 = 0, E_1 = (cos θ + d) − cos θ = d,

E_(m+2) = 2 cos θ E_(m+1) − E_m.

The next theorem collects the three statements. The later proofs use them and no longer need the definition of x_m.

```lean
/-- The error obeys the same recurrence as the cosines, with initial values `0` and `d`. -/
theorem startError_rec (θ d : ℝ) :
    startError θ d 0 = 0 ∧ startError θ d 1 = d ∧
      ∀ m, startError θ d (m + 2)
        = 2 * Real.cos θ * startError θ d (m + 1) - startError θ d m := by
  refine ⟨by simp [startError, cosRec], by simp [startError, cosRec], fun m => ?_⟩
  have h : cosRec θ d (m + 2)
      = 2 * Real.cos θ * cosRec θ d (m + 1) - cosRec θ d m := rfl
  unfold startError
  rw [cos_step, h]
  ring
```

## The closed form away from sin θ = 0

The sines of multiple angles satisfy the same recurrence, because sin(A + θ) + sin(A − θ) = 2 cos θ sin A. Their initial values are 0 and sin θ, while those of E_m are 0 and d. This suggests

E_m sin θ = d sin(mθ).

For m = 0 both sides vanish, and for m = 1 both are d sin θ. If the relation holds for m and m + 1, then

E_(m+2) sin θ = 2 cos θ E_(m+1) sin θ − E_m sin θ
= d [2 cos θ sin((m+1)θ) − sin(mθ)]
= d sin((m+2)θ).

Since the step uses two predecessors, the proof calls `Nat.twoStepInduction`, which supplies them as `ih0` and `ih1`.

```lean
/-- At every angle, the error times `sin θ` is `d sin (m θ)`. -/
theorem startError_mul_sin (θ d : ℝ) (m : ℕ) :
    startError θ d m * Real.sin θ = d * Real.sin (m * θ) := by
  induction m using Nat.twoStepInduction with
  | zero => simp [(startError_rec θ d).1]
  | one => simp [(startError_rec θ d).2.1]
  | more m ih0 ih1 =>
    -- the sines of multiple angles obey the three-term recurrence as well
    have hs : Real.sin ((m + 2 : ℕ) * θ)
        = 2 * Real.cos θ * Real.sin ((m + 1 : ℕ) * θ) - Real.sin (m * θ) := by
      have h1 : ((m + 2 : ℕ) : ℝ) * θ = ((m + 1 : ℕ) : ℝ) * θ + θ := by push_cast; ring
      have h2 : (m : ℝ) * θ = ((m + 1 : ℕ) : ℝ) * θ - θ := by push_cast; ring
      rw [h1, h2, Real.sin_add, Real.sin_sub]
      ring
    rw [(startError_rec θ d).2.2, hs]
    linear_combination 2 * Real.cos θ * ih1 - ih0
```

If sin θ ≠ 0, division gives

E_m = d sin(mθ) / sin θ.

The hypothesis `Real.sin θ ≠ 0` holds in particular for 0 < θ < π, where the sine is positive.

Without any condition on θ the formula is false. Take θ = 0, d = 1 and m = 1. The error is E_1 = 1, but the right-hand side is 1 · 0 / 0, which Lean evaluates as 0.

```lean
/-- If `sin θ` is not zero, the error after `m` steps that results from a start error `d` is
`d sin (m θ) / sin θ`. -/
theorem startError_eq {θ : ℝ} (hθ : Real.sin θ ≠ 0) (d : ℝ) (m : ℕ) :
    startError θ d m = d * Real.sin (m * θ) / Real.sin θ := by
  rw [eq_div_iff hθ]
  exact startError_mul_sin θ d m
```

## A one-step relation that includes θ = 0

The closed form says nothing directly at θ = 0, and there the product relation reduces to 0 = 0. A relation between neighbouring errors closes this gap:

E_(m+1) = cos θ E_m + d cos(mθ).

For m = 0 it reads d = cos θ · 0 + d. Assume it for m. To obtain it for m + 1, start from the three-term recurrence E_(m+2) = 2 cos θ E_(m+1) − E_m and split off one term cos θ E_(m+1). It remains to show that

cos θ E_(m+1) − E_m = d cos((m+1)θ).

Inserting the assumption, then cos²θ − 1 = −sin²θ, and then the product relation gives

cos θ E_(m+1) − E_m
= cos²θ E_m + d cos θ cos(mθ) − E_m
= −sin²θ E_m + d cos θ cos(mθ)
= −d sin θ sin(mθ) + d cos θ cos(mθ)
= d cos((m+1)θ).

There is no division by sin θ, so the relation holds at every real angle.

```lean
/-- In one step the error is multiplied by `cos θ` and receives the addition
`d cos (m θ)`. -/
theorem startError_succ (θ d : ℝ) (m : ℕ) :
    startError θ d (m + 1) = Real.cos θ * startError θ d m + d * Real.cos (m * θ) := by
  induction m with
  | zero => simp [(startError_rec θ d).1, (startError_rec θ d).2.1]
  | succ m ih =>
    have hs := startError_mul_sin θ d m
    have hc : Real.cos ((m + 1 : ℕ) * θ)
        = Real.cos θ * Real.cos (m * θ) - Real.sin θ * Real.sin (m * θ) := by
      rw [show ((m + 1 : ℕ) : ℝ) * θ = θ + m * θ by push_cast; ring, Real.cos_add]
    show startError θ d (m + 2) = _
    rw [(startError_rec θ d).2.2, hc]
    linear_combination Real.cos θ * ih
      + startError θ d m * Real.sin_sq_add_cos_sq θ - Real.sin θ * hs
```

The last tactic, `linear_combination`, condenses this calculation. It is given a sum of known equations, each with a coefficient, and checks with `ring` that the left side minus the right side of the goal equals the same combination of the differences of the known equations. Here there are three:

- the induction hypothesis `ih`, multiplied by cos θ;
- sin²θ + cos²θ = 1, multiplied by E_m;
- the product relation `hs`, multiplied by −sin θ.

These are the three substitutions made above, in the same order. The coefficients are supplied in the call, and the tactic only verifies them. As they are polynomials in sin θ, cos θ and E_m, no case distinction for sin θ = 0 arises.

## The linear bound and the limit of small angles

The one-step relation and |cos| ≤ 1 give, if |E_m| ≤ m|d|,

|E_(m+1)| ≤ |cos θ| |E_m| + |d| |cos(mθ)| ≤ m|d| + |d| = (m+1)|d|.

With E_0 = 0, induction yields |E_m| ≤ m|d| for every real θ and every m. The `calc` block follows this line: first the triangle inequality, then the absolute values of the products, then the bounds on the factors.

```lean
/-- At every angle, the error after `m` steps is at most `m` times the start error in size. -/
theorem abs_startError_le (θ d : ℝ) (m : ℕ) : |startError θ d m| ≤ m * |d| := by
  induction m with
  | zero => simp [(startError_rec θ d).1]
  | succ m ih =>
    rw [startError_succ]
    calc |Real.cos θ * startError θ d m + d * Real.cos (m * θ)|
        ≤ |Real.cos θ * startError θ d m| + |d * Real.cos (m * θ)| := abs_add_le _ _
      _ = |Real.cos θ| * |startError θ d m| + |d| * |Real.cos (m * θ)| := by
          rw [abs_mul, abs_mul]
      _ ≤ 1 * (m * |d|) + |d| * 1 :=
          add_le_add
            (mul_le_mul (Real.abs_cos_le_one θ) ih (abs_nonneg _) zero_le_one)
            (mul_le_mul_of_nonneg_left (Real.abs_cos_le_one _) (abs_nonneg _))
      _ = ((m + 1 : ℕ) : ℝ) * |d| := by push_cast; ring
```

At θ = 0 both cosines in the one-step relation equal 1, so that

E_(m+1) = E_m + d, and therefore E_m = m d.

The linear bound is thus attained at zero angle for every m.

```lean
/-- At zero angle the error after `m` steps is exactly `m d`. -/
theorem startError_zero_angle (d : ℝ) (m : ℕ) : startError 0 d m = m * d := by
  induction m with
  | zero => simp [(startError_rec 0 d).1]
  | succ m ih =>
    rw [startError_succ, ih, mul_zero, Real.cos_zero]
    push_cast
    ring
```

For small angles one needs continuity in addition to this value. E_0 is the constant 0. If E_m is continuous in θ, so is E_(m+1) = cos θ E_m + d cos(mθ), since it is built from continuous functions by products and a sum. Hence, for fixed m and d,

E_m → m d as θ → 0.

In the theorem, `𝓝 0` is the filter of neighbourhoods of zero, so the limit is two-sided and includes the approach from 0 < θ < π. The proof establishes `hcont` by induction and then inserts the value at zero angle. The number of steps is held fixed while θ goes to zero.

```lean
/-- As the angle tends to zero, the error after `m` steps tends to `m d`. -/
theorem tendsto_startError (d : ℝ) (m : ℕ) :
    Tendsto (fun θ => startError θ d m) (𝓝 0) (𝓝 (m * d)) := by
  -- the error is a continuous function of the angle
  have hcont : Continuous (fun θ => startError θ d m) := by
    induction m with
    | zero =>
      have hz : ∀ θ, startError θ d 0 = 0 := fun θ => (startError_rec θ d).1
      simp only [hz]
      exact continuous_const
    | succ m ih =>
      simp only [startError_succ]
      exact (Real.continuous_cos.mul ih).add
        (continuous_const.mul (Real.continuous_cos.comp (continuous_const.mul continuous_id)))
  have h := hcont.tendsto 0
  simpa only [startError_zero_angle] using h
```

## Errors at every step add up

In the second model, let D_m = y_m − cos(mθ) be the total error. Each local error acts like a start error for the steps that remain:

D_m = Σ_(k<m) E_(m−k)(e_k).

For m = 0 the sum is empty and D_0 = 0. For m = 1 it is E_1(e_0) = e_0. For the step, subtracting the recurrence of the cosines from that of y_m gives

D_(m+2) = 2 cos θ D_(m+1) − D_m + e_(m+1).

The sum on the right of the claim, called S_m, has to satisfy the same equation. Separate its last two terms:

S_(m+2) = Σ_(k<m) E_(m+2−k)(e_k) + E_2(e_m) + E_1(e_(m+1)).

In the remaining sum, every term obeys

E_(m+2−k)(e_k) = 2 cos θ E_(m+1−k)(e_k) − E_(m−k)(e_k).

Moreover E_2(e_m) = 2 cos θ e_m = 2 cos θ E_1(e_m), which supplies the term k = m of 2 cos θ S_(m+1), and E_1(e_(m+1)) = e_(m+1). Together,

S_(m+2) = 2 cos θ S_(m+1) − S_m + e_(m+1).

In the code, `hs` treats the terms with k < m and `h2` the term with E_2. `range m` contains the numbers 0, …, m − 1, so the subtraction m − k of natural numbers has its usual meaning, and `omega` settles the index arithmetic. The final `linear_combination` joins the two induction hypotheses with the coefficients of the recurrence.

```lean
/-- With a rounding error at every step, the total error is the sum of the single errors,
each propagated like a start error over the steps that remain. -/
theorem roundedRec_error (θ : ℝ) (e : ℕ → ℝ) (m : ℕ) :
    roundedRec θ e m - Real.cos (m * θ) = ∑ k ∈ range m, startError θ (e k) (m - k) := by
  induction m using Nat.twoStepInduction with
  | zero => simp [roundedRec]
  | one => simp [roundedRec, (startError_rec θ (e 0)).2.1]
  | more m ih0 ih1 =>
    have hr : roundedRec θ e (m + 2)
        = 2 * Real.cos θ * roundedRec θ e (m + 1) - roundedRec θ e m + e (m + 1) := rfl
    -- the errors made before step `m + 1` follow the recurrence one by one
    have hs : ∑ k ∈ range m, startError θ (e k) (m + 2 - k)
        = 2 * Real.cos θ * ∑ k ∈ range m, startError θ (e k) (m + 1 - k)
          - ∑ k ∈ range m, startError θ (e k) (m - k) := by
      rw [Finset.mul_sum, ← Finset.sum_sub_distrib]
      apply Finset.sum_congr rfl
      intro k hk
      have hk' := Finset.mem_range.mp hk
      rw [show m + 2 - k = (m - k) + 2 by omega, show m + 1 - k = (m - k) + 1 by omega,
        (startError_rec θ (e k)).2.2]
    have h2 : startError θ (e m) 2 = 2 * Real.cos θ * e m := by
      have h := (startError_rec θ (e m)).2.2 0
      simpa [(startError_rec θ (e m)).1, (startError_rec θ (e m)).2.1] using h
    rw [Finset.sum_range_succ, show m + 1 - m = 1 by omega,
      (startError_rec θ (e m)).2.1] at ih1
    rw [hr, cos_step, Finset.sum_range_succ, Finset.sum_range_succ, hs,
      show m + 2 - m = 2 by omega, show m + 2 - (m + 1) = 1 by omega, h2,
      (startError_rec θ (e (m + 1))).2.1]
    linear_combination 2 * Real.cos θ * ih1 - ih0
```

Now let |e_k| ≤ ε for all k. The triangle inequality and the linear bound for each single error give

|D_m| ≤ Σ_(k<m) |E_(m−k)(e_k)| ≤ Σ_(k<m) (m−k)|e_k| ≤ ε Σ_(k<m) (m−k).

The last sum is m + (m−1) + … + 1 = m(m+1)/2, so that

|D_m| ≤ m(m+1)ε/2

at every angle. The uniform bound ε on the local errors is assumed. It stands for the largest absolute error made in forming one new value, and for a particular machine and program it would have to be estimated separately.

The auxiliary statement `hsum` evaluates the sum by induction: splitting off the term k = 0 leaves the sum for the preceding number. The remaining lines insert the superposition formula and estimate it term by term with `abs_startError_le`.

```lean
/-- If no rounding error exceeds `ε` in size, the total error after `m` steps is at most
`m (m + 1) ε / 2`, at every angle. -/
theorem abs_roundedRec_error_le (θ : ℝ) {e : ℕ → ℝ} {ε : ℝ} (he : ∀ k, |e k| ≤ ε) (m : ℕ) :
    |roundedRec θ e m - Real.cos (m * θ)| ≤ m * (m + 1) / 2 * ε := by
  have hsum : ∀ n : ℕ, ∑ k ∈ range n, ((n - k : ℕ) : ℝ) = n * (n + 1) / 2 := by
    intro n
    induction n with
    | zero => simp
    | succ n ih =>
      rw [Finset.sum_range_succ']
      simp only [Nat.add_sub_add_right, Nat.sub_zero]
      rw [ih]
      push_cast
      ring
  rw [roundedRec_error, ← hsum m, Finset.sum_mul]
  refine (Finset.abs_sum_le_sum_abs _ _).trans (Finset.sum_le_sum fun k _ => ?_)
  exact (abs_startError_le θ (e k) (m - k)).trans
    (mul_le_mul_of_nonneg_left (he k) (Nat.cast_nonneg _))

end

end CosineRecurrence
```

```lean
#print axioms CosineRecurrence.startError_eq
#print axioms CosineRecurrence.abs_startError_le
#print axioms CosineRecurrence.tendsto_startError
#print axioms CosineRecurrence.abs_roundedRec_error_le
```

```
'CosineRecurrence.startError_eq' depends on axioms: [propext, Classical.choice, Quot.sound]
'CosineRecurrence.abs_startError_le' depends on axioms: [propext, Classical.choice, Quot.sound]
'CosineRecurrence.tendsto_startError' depends on axioms: [propext, Classical.choice, Quot.sound]
'CosineRecurrence.abs_roundedRec_error_le' depends on axioms: [propext, Classical.choice, Quot.sound]
```
